# Squaring the Dirac Hamiltonian of a neutral magnetic moment in an electric field gives the Aharonov–Casher coupling

Let $\sigma$ be the Pauli elements, $p$ the momentum of a neutral spin-½ particle, $F$ the external electric field and $u$ the real strength with which the particle's magnetic moment couples to it. Then

$$\sigma\cdot(p+iuF)\;\sigma\cdot(p-iuF)=p\cdot p+u^2F\cdot F-iu\sum_k[p_k,F_k]+u\,\sigma\cdot(p\times F-F\times p).$$

The last two terms are the divergence and spin-orbit terms of the Aharonov–Casher problem. I can get this by expanding, but $p$ and $F$ don't commute, and I don't trust myself with the signs and the factor order. Can it be derived from the commutation relations and the products of the Pauli elements alone, and checked by machine? I would also like to see how it leads to the shifted momentum $p+uF\times\sigma$ and to the square of the Dirac Hamiltonian.

## The identity holds in any complex algebra with these relations

Yes, and $u$ may even be complex. Number the components 0, 1, 2 for $x,y,z$, as Lean does, so that $\sigma_0$ is $\sigma_x$ and not the identity. The components of $p$ commute among themselves, as do those of $F$, and both commute with every $\sigma_k$. Nothing is assumed about $[p_j,F_k]$.

Write $D(u)=\sum_k\sigma_k(p_k+iuF_k)$. Moving the spin elements to the left gives

$$D(u)D(-u)=\sum_{j,k}\sigma_j\sigma_k\,(p_jp_k-iu\,p_jF_k+iu\,F_jp_k+u^2F_jF_k).$$

Now use $\sigma_j\sigma_k=\delta_{jk}+i\sum_l\varepsilon_{jkl}\sigma_l$, with $\delta$ the Kronecker delta and $\varepsilon$ the antisymmetric symbol with $\varepsilon_{012}=1$. The $\delta$ part is

$$p\cdot p+u^2F\cdot F-iu\sum_k(p_kF_k-F_kp_k).$$

In the $\varepsilon$ part, $p_jp_k$ and $F_jF_k$ are symmetric in $j,k$ and drop out. The mixed products leave

$$i\sum_{j,k,l}\varepsilon_{jkl}\sigma_l(-iu\,p_jF_k+iu\,F_jp_k)=u\,\sigma\cdot(p\times F)-u\,\sigma\cdot(F\times p),$$

which completes the formula.

## Completing the square in the momentum

Set $a=F\times\sigma$. Permuting the indices of $\varepsilon$ cyclically, and moving only spin elements, gives $\sigma\cdot(p\times F)=p\cdot a$. In the other term one transposition changes the sign, so $-\sigma\cdot(F\times p)=a\cdot p$. The spin-orbit term is therefore $u(p\cdot a+a\cdot p)$.

The square of $a$ follows from contracting two $\varepsilon$ symbols:

$$a\cdot a=\sum_{i,j}F_iF_i\,\sigma_j\sigma_j-\sum_{i,j}F_iF_j\,\sigma_j\sigma_i=3F\cdot F-F\cdot F=2F\cdot F.$$

Hence $(p+ua)^2=p\cdot p+u(p\cdot a+a\cdot p)+2u^2F\cdot F$, and

$$D(u)D(-u)=(p+uF\times\sigma)^2-u^2F\cdot F-iu\sum_k[p_k,F_k].$$

With mass $m$ and $\hbar=c=1$, the Dirac Hamiltonian and its square are

$$H=\begin{pmatrix}m&D(u)\\D(-u)&-m\end{pmatrix},\qquad H^2=\begin{pmatrix}m^2+D(u)D(-u)&0\\0&m^2+D(-u)D(u)\end{pmatrix}.$$

The off-diagonal entries cancel because $m$ commutes with $D(\pm u)$. The lower block is the upper one with $u$ replaced by $-u$.

If $p_2=F_2=0$, then $a=(F_1\sigma_2,\,-F_0\sigma_2,\,F_0\sigma_1-F_1\sigma_0)$. The last component squares to $F_0^2+F_1^2$, since $\sigma_0$ and $\sigma_1$ anticommute, and this cancels $-u^2F\cdot F$. What remains is

$$(p_0+u\sigma_2F_1)^2+(p_1-u\sigma_2F_0)^2-iu\big([p_0,F_0]+[p_1,F_1]\big).$$

This is the case of a field that lies in the $xy$ plane and does not depend on $z$, acting on wavefunctions independent of $z$. There the moment acts, apart from the divergence term, like a charge in a vector potential whose sign depends on the spin along $z$.

## What the Lean statements say

`A` is any ring that is an algebra over ℂ, and `σ p F : Fin 3 → A` are triples of its elements. `NeutralSpin σ p F` collects the relations:

- `sq` and the six fields from `s01` to `s02` are the Pauli multiplication table. Given `sq`, any one of the six products implies the other five, but listing them all makes rewriting direct.
- `p_comm` says that the momenta commute, which the kinetic momenta of a charge in a magnetic field would fail to do. Neutrality also shows in $H$, which has no electric potential energy.
- `F_comm` holds for an external field, whose components are functions of position.
- `p_spin` and `F_spin` say that momentum and field act on the orbital part only.

`cross` keeps the order of the factors, `spinMomentum σ p F u` is $D(u)$, and `acOperator` is the completed square with its two subtracted terms. `diracHamiltonian` is a 2×2 matrix with entries in `A`. Both `m` and `u` are complex in the theorems; real values are the physical case. With $\hbar=c=1$, `u` is the magnetic moment of the particle, and its sign changes when the moment is reversed relative to the spin.

The expansion is `spinMomentum_mul`, the shifted-momentum form is `spinMomentum_mul_eq_acOperator`, and the block square is `diracHamiltonian_sq`. In `planar_aharonov_casher`, planar motion enters as the hypotheses `p 2 = 0` and `F 2 = 0`.

These are algebraic identities, with no Hilbert space, domains or self-adjointness. The Aharonov–Casher phase around a line of charge would need wavefunctions and a path as well. For $p_k=-i\partial_k$ acting on smooth functions, the commutator term becomes $-u\,\nabla\cdot F$, which vanishes away from the charges.

```lean
import Mathlib

open Matrix Complex
open scoped Kronecker

namespace NeutralMagneticMoment

noncomputable section

variable {A : Type*} [Ring A] [Algebra ℂ A]

/-- The relations of a neutral spin-1/2 particle in a field: Pauli elements `σ`, commuting momenta
`p`, commuting field components `F`, with `p` and `F` both commuting with the spin. -/
structure NeutralSpin (σ p F : Fin 3 → A) : Prop where
  sq : ∀ i, σ i * σ i = 1
  s01 : σ 0 * σ 1 = I • σ 2
  s12 : σ 1 * σ 2 = I • σ 0
  s20 : σ 2 * σ 0 = I • σ 1
  s10 : σ 1 * σ 0 = (-I) • σ 2
  s21 : σ 2 * σ 1 = (-I) • σ 0
  s02 : σ 0 * σ 2 = (-I) • σ 1
  p_comm : ∀ i j, p i * p j = p j * p i
  F_comm : ∀ i j, F i * F j = F j * F i
  p_spin : ∀ i j, p i * σ j = σ j * p i
  F_spin : ∀ i j, F i * σ j = σ j * F i

/-- The cross product of two operator triples, with the order of the factors kept. -/
def cross (a b : Fin 3 → A) : Fin 3 → A :=
  ![a 1 * b 2 - a 2 * b 1, a 2 * b 0 - a 0 * b 2, a 0 * b 1 - a 1 * b 0]

/-- The operator `σ·(p + i u F)`. -/
def spinMomentum (σ p F : Fin 3 → A) (u : ℂ) : A :=
  ∑ k, σ k * (p k + (I * u) • F k)

/-- The Aharonov-Casher operator `(p + u F × σ)² - u² F·F - i u ∑ [p_k, F_k]`. -/
def acOperator (σ p F : Fin 3 → A) (u : ℂ) : A :=
  ∑ k, (p k + u • cross F σ k) * (p k + u • cross F σ k)
    - u ^ 2 • ∑ k, F k * F k - (I * u) • ∑ k, (p k * F k - F k * p k)

/-- The Dirac Hamiltonian, in two-by-two block form, of a neutral particle of mass `m` whose
magnetic moment couples to the field `F` with strength `u`. -/
def diracHamiltonian (σ p F : Fin 3 → A) (m u : ℂ) : Matrix (Fin 2) (Fin 2) A :=
  !![m • (1 : A), spinMomentum σ p F u; spinMomentum σ p F (-u), -(m • (1 : A))]

omit [Algebra ℂ A] in
private theorem cross_components (a b : Fin 3 → A) :
    cross a b 0 = a 1 * b 2 - a 2 * b 1 ∧ cross a b 1 = a 2 * b 0 - a 0 * b 2 ∧
      cross a b 2 = a 0 * b 1 - a 1 * b 0 := ⟨rfl, rfl, rfl⟩

omit [Algebra ℂ A] in
private theorem reassoc {a b c : A} (h : a * b = c) (x : A) : a * (b * x) = c * x := by
  rw [← mul_assoc, h]

variable {σ p F : Fin 3 → A}

/-- The product `σ·(p + i u F) σ·(p - i u F)` consists of the kinetic term, the square of the field,
the commutator (divergence) term and the spin-orbit term. -/
theorem spinMomentum_mul (h : NeutralSpin σ p F) (u : ℂ) :
    spinMomentum σ p F u * spinMomentum σ p F (-u) =
      ∑ k, p k * p k + u ^ 2 • ∑ k, F k * F k - (I * u) • ∑ k, (p k * F k - F k * p k)
        + u • ∑ k, σ k * (cross p F k - cross F p k) := by
  have hp : ∀ i j x, p i * (σ j * x) = σ j * (p i * x) := fun i j x => by
    rw [← mul_assoc, h.p_spin, mul_assoc]
  have hF : ∀ i j x, F i * (σ j * x) = σ j * (F i * x) := fun i j x => by
    rw [← mul_assoc, h.F_spin, mul_assoc]
  have hs : ∀ i x, σ i * (σ i * x) = x := fun i x => by rw [← mul_assoc, h.sq, one_mul]
  -- spin to the left, Pauli table, then a fixed order for commuting factors
  simp only [spinMomentum, Fin.sum_univ_three, cross_components, mul_add, add_mul, mul_sub,
    smul_mul_assoc, mul_smul_comm, mul_assoc, hp, hF, hs, reassoc h.s01, reassoc h.s12,
    reassoc h.s20, reassoc h.s10, reassoc h.s21, reassoc h.s02,
    h.p_comm 1 0, h.p_comm 2 0, h.p_comm 2 1, h.F_comm 1 0, h.F_comm 2 0, h.F_comm 2 1]
  match_scalars <;> first
    | ring1
    | linear_combination u * Complex.I_sq
    | linear_combination (-u) * Complex.I_sq
    | linear_combination u ^ 2 * Complex.I_sq
    | linear_combination (-u ^ 2) * Complex.I_sq

/-- The spin-orbit term is the symmetrised coupling of the momentum to the vector `F × σ`. -/
theorem spinOrbit_eq_symmetrised (h : NeutralSpin σ p F) :
    ∑ k, σ k * (cross p F k - cross F p k) =
      ∑ k, (p k * cross F σ k + cross F σ k * p k) := by
  have hp : ∀ i j x, p i * (σ j * x) = σ j * (p i * x) := fun i j x => by
    rw [← mul_assoc, h.p_spin, mul_assoc]
  simp only [Fin.sum_univ_three, cross_components, mul_sub, sub_mul, h.F_spin, mul_assoc, hp]
  abel

/-- The vector `F × σ` has square `2 F·F`. -/
theorem cross_spin_sq (h : NeutralSpin σ p F) :
    ∑ k, cross F σ k * cross F σ k = (2 : ℂ) • ∑ k, F k * F k := by
  have hF : ∀ i j x, F i * (σ j * x) = σ j * (F i * x) := fun i j x => by
    rw [← mul_assoc, h.F_spin, mul_assoc]
  have hs : ∀ i x, σ i * (σ i * x) = x := fun i x => by rw [← mul_assoc, h.sq, one_mul]
  simp only [Fin.sum_univ_three, cross_components, mul_sub, sub_mul, h.F_spin, mul_assoc, hF, hs,
    smul_mul_assoc, reassoc h.s01, reassoc h.s12, reassoc h.s20, reassoc h.s10, reassoc h.s21,
    reassoc h.s02, h.F_comm 1 0, h.F_comm 2 0, h.F_comm 2 1]
  module

/-- The product `σ·(p + i u F) σ·(p - i u F)` is the Aharonov-Casher operator, in which the
momentum is shifted by `u F × σ`. -/
theorem spinMomentum_mul_eq_acOperator (h : NeutralSpin σ p F) (u : ℂ) :
    spinMomentum σ p F u * spinMomentum σ p F (-u) = acOperator σ p F u := by
  -- complete the square in the shifted momentum
  have hsq : ∑ k, (p k + u • cross F σ k) * (p k + u • cross F σ k) =
      ∑ k, p k * p k + u • ∑ k, (p k * cross F σ k + cross F σ k * p k)
        + u ^ 2 • ∑ k, cross F σ k * cross F σ k := by
    simp only [Fin.sum_univ_three, mul_add, add_mul, smul_mul_assoc, mul_smul_comm]
    module
  rw [spinMomentum_mul h, spinOrbit_eq_symmetrised h, acOperator, hsq, cross_spin_sq h]
  module

/-- The squared Dirac Hamiltonian is block diagonal, with `m²` plus the Aharonov-Casher operator
at coupling `u` in the upper block and at `-u` in the lower block. -/
theorem diracHamiltonian_sq (h : NeutralSpin σ p F) (m u : ℂ) :
    diracHamiltonian σ p F m u * diracHamiltonian σ p F m u =
      !![m ^ 2 • (1 : A) + acOperator σ p F u, 0;
         0, m ^ 2 • (1 : A) + acOperator σ p F (-u)] := by
  have h1 := spinMomentum_mul_eq_acOperator h u
  have h2 := spinMomentum_mul_eq_acOperator h (-u)
  rw [neg_neg] at h2
  have e00 : m • (1 : A) * m • (1 : A) = m ^ 2 • (1 : A) := by
    rw [smul_mul_assoc, one_mul, smul_smul, pow_two]
  have comm : ∀ x : A, m • (1 : A) * x = x * m • (1 : A) := fun x => by
    rw [smul_mul_assoc, one_mul, mul_smul_comm, mul_one]
  -- the mass term anticommutes with the off-diagonal part
  rw [diracHamiltonian, Matrix.mul_fin_two, h1, h2, neg_mul_neg, e00, mul_neg, neg_mul,
    comm, comm, add_neg_cancel, add_neg_cancel, add_comm (acOperator σ p F (-u))]

/-- For motion and field in a plane the term in `F·F` cancels, and the momentum is shifted only by
the in-plane vector `u σ_z (F_y, -F_x)`. -/
theorem planar_aharonov_casher (h : NeutralSpin σ p F) (hp2 : p 2 = 0) (hF2 : F 2 = 0) (u : ℂ) :
    spinMomentum σ p F u * spinMomentum σ p F (-u) =
      (p 0 + u • (σ 2 * F 1)) * (p 0 + u • (σ 2 * F 1))
        + (p 1 - u • (σ 2 * F 0)) * (p 1 - u • (σ 2 * F 0))
        - (I * u) • ((p 0 * F 0 - F 0 * p 0) + (p 1 * F 1 - F 1 * p 1)) := by
  have hF : ∀ i j x, F i * (σ j * x) = σ j * (F i * x) := fun i j x => by
    rw [← mul_assoc, h.F_spin, mul_assoc]
  have hs : ∀ i x, σ i * (σ i * x) = x := fun i x => by rw [← mul_assoc, h.sq, one_mul]
  -- the out-of-plane component of `F × σ` squares to `F·F`
  have hz : (σ 1 * F 0 - σ 0 * F 1) * (σ 1 * F 0 - σ 0 * F 1) = F 0 * F 0 + F 1 * F 1 := by
    simp only [mul_sub, sub_mul, mul_assoc, hF, hs, smul_mul_assoc,
      reassoc h.s01, reassoc h.s10, h.F_comm 1 0]
    module
  rw [spinMomentum_mul_eq_acOperator h, acOperator]
  simp only [Fin.sum_univ_three, cross_components, hp2, hF2, zero_mul, mul_zero, sub_zero,
    zero_sub, zero_add, add_zero, smul_mul_assoc, mul_smul_comm, hz, h.F_spin, smul_neg,
    ← sub_eq_add_neg]
  module

/-- The three Pauli matrices. -/
def pauli : Fin 3 → Matrix (Fin 2) (Fin 2) ℂ :=
  ![!![0, 1; 1, 0], !![0, -I; I, 0], !![1, 0; 0, -1]]

/-- Pauli matrices acting on the first factor of a pair of two-level systems. -/
def spinW (k : Fin 3) : Matrix (Fin 2 × Fin 2) (Fin 2 × Fin 2) ℂ :=
  pauli k ⊗ₖ (1 : Matrix (Fin 2) (Fin 2) ℂ)

/-- A triple of matrices acting on the second factor, given there by `v`. -/
def orbitalW (v : Fin 3 → Matrix (Fin 2) (Fin 2) ℂ) (k : Fin 3) :
    Matrix (Fin 2 × Fin 2) (Fin 2 × Fin 2) ℂ :=
  (1 : Matrix (Fin 2) (Fin 2) ℂ) ⊗ₖ v k

/-- A hopping matrix as momentum and a site projector as field satisfy all the relations, and their
`x` components do not commute. -/
theorem neutralSpin_witness :
    NeutralSpin spinW (orbitalW ![!![0, 1; 1, 0], 0, 0])
        (orbitalW ![!![1, 0; 0, 0], !![1, 0; 0, 0], 0]) ∧
      orbitalW ![!![0, 1; 1, 0], 0, 0] 0 * orbitalW ![!![1, 0; 0, 0], !![1, 0; 0, 0], 0] 0 ≠
        orbitalW ![!![1, 0; 0, 0], !![1, 0; 0, 0], 0] 0 * orbitalW ![!![0, 1; 1, 0], 0, 0] 0 := by
  have L : ∀ i j, spinW i * spinW j = (pauli i * pauli j) ⊗ₖ (1 : Matrix (Fin 2) (Fin 2) ℂ) :=
    fun i j => by rw [spinW, spinW, ← Matrix.mul_kronecker_mul, one_mul]
  have R : ∀ v w i j, orbitalW v i * orbitalW w j =
      (1 : Matrix (Fin 2) (Fin 2) ℂ) ⊗ₖ (v i * w j) :=
    fun v w i j => by rw [orbitalW, orbitalW, ← Matrix.mul_kronecker_mul, one_mul]
  have C : ∀ v i j, orbitalW v i * spinW j = spinW j * orbitalW v i := fun v i j => by
    rw [orbitalW, spinW, ← Matrix.mul_kronecker_mul, ← Matrix.mul_kronecker_mul,
      one_mul, mul_one, one_mul, mul_one]
  have S : ∀ (c : ℂ) i j k, pauli i * pauli j = c • pauli k →
      spinW i * spinW j = c • spinW k := fun c i j k e => by
    rw [L, e, Matrix.smul_kronecker, spinW]
  refine ⟨⟨?_, S _ _ _ _ ?_, S _ _ _ _ ?_, S _ _ _ _ ?_, S _ _ _ _ ?_, S _ _ _ _ ?_,
    S _ _ _ _ ?_, ?_, ?_, C _, C _⟩, ?_⟩
  · intro i
    have e : pauli i * pauli i = 1 := by
      fin_cases i <;> ext a b <;> fin_cases a <;> fin_cases b <;>
        simp [pauli, Matrix.mul_apply, Fin.sum_univ_succ]
    rw [L, e, Matrix.one_kronecker_one]
  iterate 6
    · ext a b
      fin_cases a <;> fin_cases b <;> simp [pauli, Matrix.mul_apply, Fin.sum_univ_succ]
  · intro i j
    rw [R, R]
    fin_cases i <;> fin_cases j <;> simp
  · intro i j
    rw [R, R]
    fin_cases i <;> fin_cases j <;> simp
  · intro e
    rw [R, R] at e
    have e' := congrArg (fun M => M (0, 0) (0, 1)) e
    simp [Matrix.kroneckerMap_apply] at e'

end

end NeutralMagneticMoment
```

```lean
#print axioms NeutralMagneticMoment.diracHamiltonian_sq
#print axioms NeutralMagneticMoment.planar_aharonov_casher
```

```
'NeutralMagneticMoment.diracHamiltonian_sq' depends on axioms: [propext, Classical.choice, Quot.sound]
'NeutralMagneticMoment.planar_aharonov_casher' depends on axioms: [propext, Classical.choice, Quot.sound]
```

## How the proofs follow the algebra

In `spinMomentum_mul`, the local facts `hp` and `hF` move a spin element left past a momentum or field component inside a longer product, and `hs` removes a repeated Pauli element. The helper `reassoc` does the same job for the Pauli table: it turns $ab=c$ into $a(bx)=cx$. `cross_components` unfolds the cross product. One `simp only` call expands everything with these rules and puts commuting factors in a fixed order. `match_scalars` then compares the coefficients of each remaining operator product, and the goals left over are scalar identities that need at most $i^2=-1$.

`spinOrbit_eq_symmetrised` proves $\sigma\cdot(p\times F-F\times p)=p\cdot a+a\cdot p$. It only moves spin elements, so `abel` can match the resulting sums. `cross_spin_sq` proves $a\cdot a=2F\cdot F$ by expanding components with the Pauli table, in place of the $\varepsilon$ contraction.

In `spinMomentum_mul_eq_acOperator`, the step `hsq` expands $(p+ua)^2$ without exchanging any operators. The previous three theorems are substituted, and `module` collects the multiples of $F\cdot F$.

`diracHamiltonian_sq` multiplies the blocks with `Matrix.mul_fin_two`. It uses the product formula at `u` and at `-u` for the diagonal, while `comm` makes the off-diagonal entries cancel. The planar theorem isolates the square of the out-of-plane component as `hz`, then simplifies the general formula with the two vanishing components.

Finally, `neutralSpin_witness` gives explicit 4×4 matrices that satisfy every relation and have $[p_0,F_0]\neq0$. The Pauli matrices act on one tensor factor, momentum and field on the other, so the mixed commutation relations come from the Kronecker product.

## The two-site matrices at $u=1$

The witness can be worked through by hand. On the orbital factor take

$$X=\begin{pmatrix}0&1\\1&0\end{pmatrix},\quad P=\begin{pmatrix}1&0\\0&0\end{pmatrix},\qquad p=(X,0,0),\quad F=(P,P,0).$$

Here $X$ is a hopping matrix standing in for a momentum, and $P$ projects onto the first site. Then $p\cdot p=1$, $F\cdot F=2P$, and

$$-i[X,P]=\begin{pmatrix}0&i\\-i&0\end{pmatrix}.$$

The only nonzero component of $p\times F-F\times p$ is the last, $XP+PX=X$. For spin up, $\sigma_2=+1$, the four terms at $u=1$ add up to

$$1+2P-i[X,P]+X=\begin{pmatrix}3&1+i\\1-i&1\end{pmatrix}.$$

The trace is 4 and the determinant is $3-2=1$, so the eigenvalues are $2\pm\sqrt3$, about 3.73 and 0.27. For spin down the last term changes sign and the off-diagonal entries become $-1+i$ and $-1-i$. Their product is again 2, so the eigenvalues are the same.

The planar form gives the same spin-up matrix: $(X+P)^2+P^2=1+X+2P$, because $XP+PX=X$ and $P^2=P$, and adding $-i[X,P]$ restores the commutator term.
